# Extinction rules for bcc, fcc, diamond and zincblende cells

When a diamond crystal is described by its conventional cubic cell, every integer triple $(h,k,l)$ labels a Fourier component, and an extinction rule tells which zeros of a computed structure factor, such as those at $(100)$ or $(200)$, are to be expected from the arrangement of the sites. The theorems below decide, for all integer indices, the value of the structure factor of the bcc and fcc cells with unit form factors, which components of the diamond cell cancel when all eight atoms have the same nonzero form factor, and the squared modulus for the zincblende cell with real form factors.

```lean
import Mathlib

open Complex
open scoped Real ComplexConjugate

namespace CubicExtinction

noncomputable section

/-- The phase `exp(2πi (hx + ky + lz))` of an atom at fractional coordinates `r = (x, y, z)`
for Miller indices `h, k, l`. -/
def phase (h k l : ℤ) (r : Fin 3 → ℝ) : ℂ :=
  Complex.exp (((2 * π * ((h : ℝ) * r 0 + (k : ℝ) * r 1 + (l : ℝ) * r 2) : ℝ) : ℂ) * I)

/-- The structure factor of a cell whose atoms have form factors `f j` and fractional
positions `r j`. -/
def structureFactor {ι : Type*} [Fintype ι] (f : ι → ℂ) (r : ι → Fin 3 → ℝ) (h k l : ℤ) : ℂ :=
  ∑ j, f j * phase h k l (r j)

/-- The Miller indices are all even or all odd. -/
def Unmixed (h k l : ℤ) : Prop :=
  (Even h ∧ Even k ∧ Even l) ∨ (Odd h ∧ Odd k ∧ Odd l)

/-- The two sites of the conventional body-centred cubic cell. -/
def bccSites : Fin 2 → Fin 3 → ℝ := ![![0, 0, 0], ![1 / 2, 1 / 2, 1 / 2]]

/-- The four sites of the conventional face-centred cubic cell. -/
def fccSites : Fin 4 → Fin 3 → ℝ :=
  ![![0, 0, 0], ![1 / 2, 1 / 2, 0], ![1 / 2, 0, 1 / 2], ![0, 1 / 2, 1 / 2]]

/-- The two-atom motif: one atom at the origin, one a quarter along the body diagonal. -/
def diamondMotif : Fin 2 → Fin 3 → ℝ := ![![0, 0, 0], ![1 / 4, 1 / 4, 1 / 4]]

/-- The eight sites of the zincblende (and diamond) cell: the motif placed at each fcc site. -/
def zincblendeSites : Fin 4 × Fin 2 → Fin 3 → ℝ := fun p => fccSites p.1 + diamondMotif p.2

/-- The structure factor of the eight-atom cell with form factor `fA` on the first atom of
the motif and `fB` on the second. -/
def zincblendeFactor (fA fB : ℂ) (h k l : ℤ) : ℂ :=
  structureFactor (fun p : Fin 4 × Fin 2 => ![fA, fB] p.2) zincblendeSites h k l

/-- Friedel's law: for real form factors, reversing all Miller indices conjugates the
structure factor. -/
theorem friedel {ι : Type*} [Fintype ι] (f : ι → ℝ) (r : ι → Fin 3 → ℝ) (h k l : ℤ) :
    structureFactor (fun j => (f j : ℂ)) r (-h) (-k) (-l)
      = conj (structureFactor (fun j => (f j : ℂ)) r h k l) := by
  -- each phase is conjugated separately
  have hp : ∀ s : Fin 3 → ℝ, phase (-h) (-k) (-l) s = conj (phase h k l s) := by
    intro s
    unfold phase
    rw [← Complex.exp_conj]
    congr 1
    rw [map_mul, Complex.conj_ofReal, Complex.conj_I]
    push_cast
    ring
  simp only [structureFactor, map_sum, map_mul, Complex.conj_ofReal, hp]

/-- When a motif is repeated at translations `t a`, the structure factor is the product of
the factor of the translations with unit weights and the factor of the motif. -/
theorem structureFactor_lattice_motif {α β : Type*} [Fintype α] [Fintype β]
    (t : α → Fin 3 → ℝ) (f : β → ℂ) (b : β → Fin 3 → ℝ) (h k l : ℤ) :
    structureFactor (fun p : α × β => f p.2) (fun p => t p.1 + b p.2) h k l
      = structureFactor (fun _ => 1) t h k l * structureFactor f b h k l := by
  -- phases multiply when positions add
  have hadd : ∀ r s : Fin 3 → ℝ, phase h k l (r + s) = phase h k l r * phase h k l s := by
    intro r s
    unfold phase
    rw [← Complex.exp_add]
    congr 1
    simp only [Pi.add_apply]
    push_cast
    ring
  simp only [structureFactor, hadd, Fintype.sum_prod_type, Finset.sum_mul_sum]
  refine Finset.sum_congr rfl fun a _ => Finset.sum_congr rfl fun c _ => ?_
  ring

/-- If `hx + ky + lz = n/2` for an integer `n`, the phase is `(-1)^n`. -/
theorem phase_half (h k l : ℤ) (r : Fin 3 → ℝ) (n : ℤ)
    (H : (h : ℝ) * r 0 + (k : ℝ) * r 1 + (l : ℝ) * r 2 = (n : ℝ) / 2) :
    phase h k l r = (-1 : ℂ) ^ n := by
  unfold phase
  have e : ((2 * π * ((n : ℝ) / 2) : ℝ) : ℂ) * I = (n : ℂ) * ((π : ℂ) * I) := by
    push_cast
    ring
  rw [H, e, Complex.exp_int_mul, Complex.exp_pi_mul_I]

/-- If `hx + ky + lz = n/4` for an integer `n`, the phase is `i^n`. -/
theorem phase_quarter (h k l : ℤ) (r : Fin 3 → ℝ) (n : ℤ)
    (H : (h : ℝ) * r 0 + (k : ℝ) * r 1 + (l : ℝ) * r 2 = (n : ℝ) / 4) :
    phase h k l r = I ^ n := by
  unfold phase
  have e : ((2 * π * ((n : ℝ) / 4) : ℝ) : ℂ) * I = (n : ℂ) * ((π : ℂ) / 2 * I) := by
    push_cast
    ring
  have hI : Complex.exp ((π : ℂ) / 2 * I) = I := by
    rw [Complex.exp_mul_I, Complex.cos_pi_div_two, Complex.sin_pi_div_two]
    ring
  rw [H, e, Complex.exp_int_mul, hI]

/-- The integer powers of `i` are `1, i, -1, -i` for exponents `0, 1, 2, 3` modulo 4. -/
theorem I_zpow_table (n : ℤ) :
    (n % 4 = 0 → I ^ n = 1) ∧ (n % 4 = 1 → I ^ n = I) ∧
      (n % 4 = 2 → I ^ n = -1) ∧ (n % 4 = 3 → I ^ n = -I) := by
  have n3 : I ^ 3 = -I := by linear_combination I * Complex.I_sq
  have n4 : I ^ 4 = 1 := by linear_combination (I ^ 2 - 1) * Complex.I_sq
  have h2 : I ^ (2 : ℤ) = -1 := (zpow_natCast I 2).trans Complex.I_sq
  have h3 : I ^ (3 : ℤ) = -I := (zpow_natCast I 3).trans n3
  have h4 : I ^ (4 : ℤ) = 1 := (zpow_natCast I 4).trans n4
  have e : n = 4 * (n / 4) + n % 4 := by omega
  -- only the residue of the exponent matters
  have key : I ^ n = I ^ (n % 4) :=
    calc I ^ n = I ^ (4 * (n / 4) + n % 4) := congrArg (fun m : ℤ => I ^ m) e
      _ = I ^ (n % 4) := by
        rw [zpow_add₀ Complex.I_ne_zero, zpow_mul, h4, one_zpow, one_mul]
  refine ⟨fun h => ?_, fun h => ?_, fun h => ?_, fun h => ?_⟩
  · rw [key, h, zpow_zero]
  · rw [key, h, zpow_one]
  · rw [key, h, h2]
  · rw [key, h, h3]

/-- The sum `1 + (-1)^(h+k) + (-1)^(h+l) + (-1)^(k+l)` is 4 when the indices have equal
parity and 0 otherwise. -/
theorem fcc_sum (h k l : ℤ) :
    (Unmixed h k l →
      1 + (-1 : ℂ) ^ (h + k) + (-1 : ℂ) ^ (h + l) + (-1 : ℂ) ^ (k + l) = 4) ∧
    (¬ Unmixed h k l →
      1 + (-1 : ℂ) ^ (h + k) + (-1 : ℂ) ^ (h + l) + (-1 : ℂ) ^ (k + l) = 0) := by
  have s : ∀ n : ℤ, (n % 2 = 0 ∧ (-1 : ℂ) ^ n = 1) ∨ (n % 2 = 1 ∧ (-1 : ℂ) ^ n = -1) := by
    intro n
    rcases Int.even_or_odd n with hn | hn
    · exact Or.inl ⟨Int.even_iff.1 hn, hn.neg_one_zpow⟩
    · exact Or.inr ⟨Int.odd_iff.1 hn, hn.neg_one_zpow⟩
  -- run through the parities of the three pair sums; impossible ones are discarded
  constructor
  all_goals
    intro H
    simp only [Unmixed, Int.even_iff, Int.odd_iff] at H
    rcases s (h + k) with ⟨a, a'⟩ | ⟨a, a'⟩ <;> rcases s (h + l) with ⟨b, b'⟩ | ⟨b, b'⟩ <;>
      rcases s (k + l) with ⟨c, c'⟩ | ⟨c, c'⟩ <;>
      first
        | (exfalso; omega)
        | (rw [a', b', c']; norm_num)

/-- The diamond factor `1 + i^(h+k+l)` vanishes exactly when `h + k + l` is 2 modulo 4. -/
theorem diamond_factor_eq_zero_iff (h k l : ℤ) :
    1 + I ^ (h + k + l) = 0 ↔ (h + k + l) % 4 = 2 := by
  generalize h + k + l = n
  obtain ⟨t0, t1, t2, t3⟩ := I_zpow_table n
  constructor
  · intro e
    have hre := congrArg Complex.re e
    have hn : n % 4 = 0 ∨ n % 4 = 1 ∨ n % 4 = 2 ∨ n % 4 = 3 := by omega
    -- in the other three classes the real part is 2, 1, 1
    rcases hn with hn | hn | hn | hn
    · rw [t0 hn] at hre
      norm_num at hre
    · rw [t1 hn] at hre
      norm_num at hre
    · exact hn
    · rw [t3 hn] at hre
      norm_num at hre
  · intro hn
    rw [t2 hn]
    norm_num

/-- The body-centred cubic structure factor with unit form factors is 2 when `h + k + l` is
even and 0 when it is odd. -/
theorem bcc_structureFactor (h k l : ℤ) :
    (Even (h + k + l) → structureFactor (fun _ => 1) bccSites h k l = 2) ∧
    (Odd (h + k + l) → structureFactor (fun _ => 1) bccSites h k l = 0) := by
  have p0 : phase h k l (bccSites 0) = (-1 : ℂ) ^ (0 : ℤ) :=
    phase_half h k l _ 0 (by simp [bccSites])
  have p1 : phase h k l (bccSites 1) = (-1 : ℂ) ^ (h + k + l) :=
    phase_half h k l _ (h + k + l) (by simp [bccSites]; ring)
  have hS : structureFactor (fun _ => 1) bccSites h k l = 1 + (-1 : ℂ) ^ (h + k + l) := by
    simp only [structureFactor, Fin.sum_univ_two, p0, p1, one_mul, zpow_zero]
  rw [hS]
  constructor
  · intro e
    have v : (-1 : ℂ) ^ (h + k + l) = 1 := e.neg_one_zpow
    rw [v]
    norm_num
  · intro e
    have v : (-1 : ℂ) ^ (h + k + l) = -1 := e.neg_one_zpow
    rw [v]
    norm_num

/-- The face-centred cubic structure factor with unit form factors equals
`1 + (-1)^(h+k) + (-1)^(h+l) + (-1)^(k+l)`. -/
theorem fcc_structureFactor (h k l : ℤ) :
    structureFactor (fun _ => 1) fccSites h k l
      = 1 + (-1 : ℂ) ^ (h + k) + (-1 : ℂ) ^ (h + l) + (-1 : ℂ) ^ (k + l) := by
  have p0 : phase h k l (fccSites 0) = (-1 : ℂ) ^ (0 : ℤ) :=
    phase_half h k l _ 0 (by simp [fccSites])
  have p1 : phase h k l (fccSites 1) = (-1 : ℂ) ^ (h + k) :=
    phase_half h k l _ (h + k) (by simp [fccSites]; ring)
  have p2 : phase h k l (fccSites 2) = (-1 : ℂ) ^ (h + l) :=
    phase_half h k l _ (h + l) (by simp [fccSites]; ring)
  have p3 : phase h k l (fccSites 3) = (-1 : ℂ) ^ (k + l) :=
    phase_half h k l _ (k + l) (by simp [fccSites]; ring)
  simp only [structureFactor, Fin.sum_univ_four, p0, p1, p2, p3, one_mul, zpow_zero]

/-- The zincblende structure factor is the fcc sum times `fA + fB i^(h+k+l)`. -/
theorem zincblendeFactor_eq (fA fB : ℂ) (h k l : ℤ) :
    zincblendeFactor fA fB h k l
      = (1 + (-1 : ℂ) ^ (h + k) + (-1 : ℂ) ^ (h + l) + (-1 : ℂ) ^ (k + l))
        * (fA + fB * I ^ (h + k + l)) := by
  have q0 : phase h k l (diamondMotif 0) = I ^ (0 : ℤ) :=
    phase_quarter h k l _ 0 (by simp [diamondMotif])
  have q1 : phase h k l (diamondMotif 1) = I ^ (h + k + l) :=
    phase_quarter h k l _ (h + k + l) (by simp [diamondMotif]; ring)
  -- the factor of the two-atom motif
  have hm : structureFactor ![fA, fB] diamondMotif h k l = fA + fB * I ^ (h + k + l) := by
    rw [structureFactor, Fin.sum_univ_two, q0, q1]
    simp
  have hfac := structureFactor_lattice_motif fccSites ![fA, fB] diamondMotif h k l
  rw [fcc_structureFactor, hm] at hfac
  exact hfac

/-- Extinction rule of diamond: with the same nonzero form factor on all eight atoms, the
structure factor vanishes exactly when the indices have mixed parity or `h + k + l` is
2 modulo 4. -/
theorem diamond_extinction (f : ℂ) (hf : f ≠ 0) (h k l : ℤ) :
    zincblendeFactor f f h k l = 0 ↔ ¬ Unmixed h k l ∨ (h + k + l) % 4 = 2 := by
  have e : f + f * I ^ (h + k + l) = f * (1 + I ^ (h + k + l)) := by
    rw [mul_add, mul_one]
  rw [zincblendeFactor_eq, e]
  by_cases hU : Unmixed h k l
  · -- the fcc sum is 4, so only the diamond factor can vanish
    rw [(fcc_sum h k l).1 hU, ← diamond_factor_eq_zero_iff h k l]
    simp [hU, hf]
  · rw [(fcc_sum h k l).2 hU]
    simp [hU]

/-- For real form factors the squared modulus of the zincblende structure factor is 0 for
mixed indices; for unmixed indices it is `16 (fA + fB)²`, `16 (fA - fB)²` or
`16 (fA² + fB²)` when `h + k + l` is 0 modulo 4, 2 modulo 4 or odd. -/
theorem zincblende_intensity (fA fB : ℝ) (h k l : ℤ) :
    (¬ Unmixed h k l → normSq (zincblendeFactor fA fB h k l) = 0) ∧
    (Unmixed h k l → (h + k + l) % 4 = 0 →
      normSq (zincblendeFactor fA fB h k l) = 16 * (fA + fB) ^ 2) ∧
    (Unmixed h k l → (h + k + l) % 4 = 2 →
      normSq (zincblendeFactor fA fB h k l) = 16 * (fA - fB) ^ 2) ∧
    (Unmixed h k l → Odd (h + k + l) →
      normSq (zincblendeFactor fA fB h k l) = 16 * (fA ^ 2 + fB ^ 2)) := by
  obtain ⟨t0, t1, t2, t3⟩ := I_zpow_table (h + k + l)
  -- squared modulus in terms of the real and imaginary parts of the relative phase
  have key : ∀ z : ℂ, normSq (4 * ((fA : ℂ) + (fB : ℂ) * z))
      = 16 * ((fA + fB * z.re) ^ 2 + (fB * z.im) ^ 2) := by
    intro z
    simp only [Complex.normSq_apply, Complex.mul_re, Complex.mul_im, Complex.add_re,
      Complex.add_im, Complex.ofReal_re, Complex.ofReal_im, Complex.re_ofNat,
      Complex.im_ofNat]
    ring
  rw [zincblendeFactor_eq]
  refine ⟨fun hU => ?_, fun hU hs => ?_, fun hU hs => ?_, fun hU hs => ?_⟩
  · rw [(fcc_sum h k l).2 hU]
    simp
  · rw [(fcc_sum h k l).1 hU, t0 hs, key]
    simp only [Complex.one_re, Complex.one_im]
    ring
  · rw [(fcc_sum h k l).1 hU, t2 hs, key]
    simp only [Complex.neg_re, Complex.neg_im, Complex.one_re, Complex.one_im]
    ring
  · have hodd := Int.odd_iff.1 hs
    have hc : (h + k + l) % 4 = 1 ∨ (h + k + l) % 4 = 3 := by omega
    rcases hc with hc | hc
    · rw [(fcc_sum h k l).1 hU, t1 hc, key]
      simp only [Complex.I_re, Complex.I_im]
      ring
    · rw [(fcc_sum h k l).1 hU, t3 hc, key]
      simp only [Complex.neg_re, Complex.neg_im, Complex.I_re, Complex.I_im]
      ring

end

end CubicExtinction
```

```lean
#print axioms CubicExtinction.friedel
-- 'CubicExtinction.friedel' depends on axioms: [propext, Classical.choice, Quot.sound]
#print axioms CubicExtinction.bcc_structureFactor
-- 'CubicExtinction.bcc_structureFactor' depends on axioms: [propext, Classical.choice, Quot.sound]
#print axioms CubicExtinction.diamond_extinction
-- 'CubicExtinction.diamond_extinction' depends on axioms: [propext, Classical.choice, Quot.sound]
#print axioms CubicExtinction.zincblende_intensity
-- 'CubicExtinction.zincblende_intensity' depends on axioms: [propext, Classical.choice, Quot.sound]
```

## What is stated

Friedel's law usually means the equality of the diffracted intensities at $\mathbf G$ and $-\mathbf G$ for any real scattering density, whereas `friedel` gives $S(-h,-k,-l)=\overline{S(h,k,l)}$ for a finite sum over sites with real form factors, the same ones being used at both reflections.

The main theorem is `diamond_extinction`: for a complex $f\neq 0$ and integers $h,k,l$, the structure factor of the eight-atom cell with form factor $f$ on every atom is zero if and only if the indices are of mixed parity or $h+k+l\equiv 2 \pmod 4$. Thus $(100)$ vanishes through mixed parity, $(200)$ and $(222)$ vanish through the second condition, and $(111)$, $(220)$, $(400)$ survive. It rests on two arithmetic statements. By `fcc_sum`, $1+(-1)^{h+k}+(-1)^{h+l}+(-1)^{k+l}$ is $4$ for equal parities and $0$ otherwise. By `diamond_factor_eq_zero_iff`, $1+i^{\,h+k+l}=0$ exactly when $h+k+l\equiv 2\pmod 4$.

For real $f_A,f_B$, `zincblende_intensity` gives $|S|^2=0$ for mixed indices, and for unmixed indices $16(f_A+f_B)^2$, $16(f_A-f_B)^2$ or $16(f_A^2+f_B^2)$ when $h+k+l$ is $0$ modulo $4$, $2$ modulo $4$ or odd. For the body-centred cell with unit form factors, `bcc_structureFactor` gives $2$ for even $h+k+l$ and $0$ for odd.

## The physics behind the definitions

An atom at $\mathbf R=a(x,y,z)$ and a reciprocal vector $\mathbf G=(2\pi/a)(h,k,l)$ have $\mathbf G\cdot\mathbf R=2\pi(hx+ky+lz)$. The lattice constant drops out, so a position is a vector of fractional coordinates, `r : Fin 3 → ℝ`, with `r 0`, `r 1`, `r 2` for $x,y,z$. The definition `phase` is $e^{2\pi i(hx+ky+lz)}$, with a plus sign in the exponent, and `structureFactor` is
$$S(h,k,l)=\sum_j f_j\,e^{2\pi i(hx_j+ky_j+lz_j)},$$
summed over one conventional cell and not divided by the number of atoms or the volume. No metric appears, so the geometry enters only through the lists `bccSites`, `fccSites` and `diamondMotif`. The eight entries of `zincblendeSites` are indexed by pairs in `Fin 4 × Fin 2`, an fcc site plus one of $(0,0,0)$ and $(\tfrac14,\tfrac14,\tfrac14)$, and `zincblendeFactor fA fB` puts $f_A$ on the first atom of the motif and $f_B$ on the second. Diamond is `zincblendeFactor f f`.

`Unmixed h k l` says all even or all odd. The indices range over all of $\mathbb Z$; Lean's `%` by $4$ returns a value in $\{0,1,2,3\}$ also for negative numbers, so `(h + k + l) % 4 = 2` is the congruence and includes $h+k+l=-2$. The function `normSq` is the squared modulus $|z|^2$. A form factor is a number fixed for the reflection at hand, so it may take different values at different $(h,k,l)$.

In electronic structure, for a crystal potential modelled as a superposition of spherical atomic potentials at fixed sites, the plane-wave matrix element between $\mathbf k$ and $\mathbf k+\mathbf G$ is proportional to this sum (up to the sign convention for $\mathbf G$), so an extinguished $\mathbf G$ produces no direct coupling, and the Friedel relation expresses that the potential is real. That identification, like the link between $|S|^2$ and a kinematic diffraction intensity, is an interpretation that no theorem in the file addresses. Atomic displacements, multiple scattering, disorder and finite crystal size are not modelled. Equal form factors on the two atoms of the diamond motif are also an assumption, valid for identical spherical atoms. The two atoms are related by inversion and not by a lattice translation, so a non-spherical bonding density can give them different form factors at a reflection such as $(222)$, which then need not vanish.

The hypotheses matter. With $f=0$ the structure factor of diamond vanishes at $(111)$, where the indices are unmixed and sum to $3$, so `hf` cannot be dropped. With different form factors on the two atoms, an unmixed reflection with $h+k+l\equiv 2$ has $S=4(f_A-f_B)$ and is no longer extinct. With complex form factors Friedel's relation can fail: $f_A=1$, $f_B=i$ give $S(1,1,1)=4(1+i\cdot i^{3})=8$ but $S(-1,-1,-1)=4(1+i\cdot i^{-3})=0$.

## Why it is true

**Reversal.** For real $\theta$, $e^{-i\theta}=\overline{e^{i\theta}}$, so reversing the indices conjugates each phase. A real $f_j$ equals its conjugate, and conjugation passes through sums and products, which gives $S(-\mathbf G)=\overline{S(\mathbf G)}$. In `friedel`, `hp` is the statement for one phase, obtained from `Complex.exp_conj`, and the closing `simp only` moves the conjugation through the sum.

**Factorisation.** For sites $\mathbf t_a+\mathbf b_c$ with form factor $f_c$,
$$\sum_{a,c} f_c\,e^{i\mathbf G\cdot(\mathbf t_a+\mathbf b_c)}=\Big(\sum_a e^{i\mathbf G\cdot\mathbf t_a}\Big)\Big(\sum_c f_c\,e^{i\mathbf G\cdot\mathbf b_c}\Big).$$
In `structureFactor_lattice_motif`, `hadd` is the product rule for phases; both sides are then written as double sums and compared term by term.

**Values of the phase.** If $hx+ky+lz=n/2$, the phase is $(e^{i\pi})^n=(-1)^n$. If it is $n/4$, the phase is $(e^{i\pi/2})^n=i^n$. These are `phase_half` and `phase_quarter`, each of which rearranges the exponent in `e` and applies `Complex.exp_int_mul`. Writing $n=4q+s$ with $0\le s<4$ gives $i^n=(i^4)^q\,i^s=i^s$, which is `key` in `I_zpow_table`; the four values are $1,i,-1,-i$.

**The fcc sum.** The four sites have $hx+ky+lz=0,\ \tfrac{h+k}2,\ \tfrac{h+l}2,\ \tfrac{k+l}2$, so their phases add to $1+(-1)^{h+k}+(-1)^{h+l}+(-1)^{k+l}$; these are `p0` to `p3` in `fcc_structureFactor`. If the parities agree, the three pair sums are even and the total is $4$. Otherwise one index differs in parity from the other two, two pair sums are odd and one is even, and the total is $1+1-1-1=0$. The proof of `fcc_sum` splits on the parity of each pair sum, giving eight cases per direction; `omega` rejects those incompatible with the hypothesis on the indices, and the remaining ones are evaluated. The bcc cell is the two-term analogue $1+(-1)^{h+k+l}$, recorded as `hS`.

**The motif.** The second atom has $hx+ky+lz=(h+k+l)/4$, so the motif contributes $f_A+f_B\,i^{\,h+k+l}$, which is `hm`. Factorisation then yields `zincblendeFactor_eq`:
$$S=\big(1+(-1)^{h+k}+(-1)^{h+l}+(-1)^{k+l}\big)\big(f_A+f_B\,i^{\,h+k+l}\big).$$
The factor $1+i^n$ takes the values $2,\ 1+i,\ 0,\ 1-i$ for $n\equiv 0,1,2,3$. In `diamond_factor_eq_zero_iff` the three nonzero cases are excluded through the real part `hre`, which would have to be $0$ but is $2$, $1$, $1$.

**Diamond.** With $f_A=f_B=f$ the motif factor is $f(1+i^{\,h+k+l})$, the step `e`. For mixed indices the fcc sum is $0$, and both sides of the equivalence hold. For unmixed indices $S=4f(1+i^{\,h+k+l})$, and since $4f\neq 0$ it vanishes exactly when the last factor does. These are the two branches of `by_cases hU`.

**Intensities.** For real $f_A,f_B$ and any complex $z$,
$$|4(f_A+f_Bz)|^2=16\big[(f_A+f_B\operatorname{Re}z)^2+(f_B\operatorname{Im}z)^2\big],$$
which is `key` in `zincblende_intensity`. Inserting $z=1$ gives $16(f_A+f_B)^2$, and $z=-1$ gives $16(f_A-f_B)^2$. An odd index sum is $1$ or $3$ modulo $4$, the split `hc`, so $z=\pm i$, with $\operatorname{Re}z=0$ and $(\operatorname{Im}z)^2=1$, and both signs give $16(f_A^2+f_B^2)$.
